# The potential of the radial exchange gradient correction and its divergence for exponential densities

## A potential with missing terms

For a spherical, spin-unpolarized density $n(r)$, the lowest-order gradient correction to the local-density exchange energy is a negative constant times the integral of $n'^2 n^{-4/3}$ over space. Differentiate $n'^2 n^{-4/3}$ with respect to $n$ while holding the radial derivative $n'$ fixed, and the result is $-\tfrac43 n'^2 n^{-7/3}$. As a potential in a self-consistent calculation this is wrong: the squared-gradient term has the wrong sign, the terms in $n''$ and $n'/r$ are missing, and in general the converged density does not make the energy stationary. A change $h$ of the density also changes $n'$.

## The first variation on a shell or ball

Let
$$F[n]=\int_a^b r^2 n'^2 n^{-4/3}\,dr,\qquad v=\tfrac43 n'^2n^{-7/3}-2n^{-4/3}\Big(n''+\frac{2n'}{r}\Big).$$

In Lean these are `gradientEnergy` and `gradientPotential`, with `deriv n` for $n'$. For $a\le b$, $n$ positive and $C^2$, and $h$ of class $C^1$ at every point of $[a,b]$, `hasDerivAt_gradientEnergy` states
$$\frac{d}{de}F[n+eh]\Big|_{e=0}=\int_a^b r^2vh\,dr+\Big[2r^2n'n^{-4/3}h\Big]_a^b .$$

The boundary term vanishes if $h(a)=h(b)=0$. On a ball, $a=0$, the weight $r^2$ removes the inner term, so $h(b)=0$ suffices.

Only spherical densities on finite intervals are covered, and smoothness at an endpoint is two-sided. The prefactor is omitted: exchange multiplies the term by a negative coefficient, which reverses the signs of $v$ below.

## Moving the derivative off $h$

Since $|h/n|$ is bounded on $[a,b]$, $n+eh$ stays positive for small $e$. Differentiating under the integral gives
$$\int_a^b r^2\big(2n'h'n^{-4/3}-\tfrac43n'^2n^{-7/3}h\big)dr.$$
Integrating the $h'$ term by parts produces the boundary term and $-\int_a^b(2r^2n'n^{-4/3})'h\,dr$, where
$$(2r^2n'n^{-4/3})'=4rn'n^{-4/3}+2r^2n''n^{-4/3}-\tfrac83r^2n'^2n^{-7/3}.$$
The squared-gradient coefficient becomes $\tfrac83-\tfrac43=\tfrac43$, and the coefficient of $h$ is $r^2v$.

## An exponential atom

For $n=Ae^{-kr}$ with $A,k>0$, $n'=-kn$ and $n''=k^2n$, so
$$v=n^{-1/3}\Big(\frac{4k}{r}-\frac{2k^2}{3}\Big)=n^{-1/3}\,\frac{2k(6-kr)}{3r}.$$
As $n^{-1/3}=A^{-1/3}e^{kr/3}$ grows, $v\to-\infty$ far out; at the nucleus $v\to+\infty$. For $r>0$, $v<0$ exactly when $r>6/k$.

With $A=k=1$, chosen for simple arithmetic and not for a whole number of electrons, $v(3)=\tfrac23\exp(1)\approx1.81$, $v(6)=0$ and $v(12)=-\tfrac13\exp(4)\approx-18.2$. Once the negative exchange coefficient is included, the contribution of the undamped exchange gradient term to the Kohn–Sham potential therefore diverges to $+\infty$ in the tail of this model density.

## In a program

A radial code can compare $(F[n+eh]-F[n-eh])/(2e)$ at small $e$ with the quadrature of $r^2vh$, for $h$ vanishing at both ends. Basis-set codes often keep the form with $h'$, which needs no second derivatives of $n$.

## The Lean file

```lean
import Mathlib

open Set Filter Topology MeasureTheory

namespace ExchangeGradientExpansion

noncomputable section

/-- The radial gradient correction `∫ r² n'² n^(-4/3) dr` over `[a, b]`, without its prefactor,
for a positive density `n`. -/
def gradientEnergy (a b : ℝ) (n : ℝ → ℝ) : ℝ :=
  ∫ r in a..b, r ^ 2 * (deriv n r) ^ 2 * (n r) ^ (-4 / 3 : ℝ)

/-- The potential `v = (4/3) n'² n^(-7/3) - 2 n^(-4/3) (n'' + 2 n'/r)`, for `r ≠ 0` and
`n(r) > 0`. -/
def gradientPotential (n : ℝ → ℝ) (r : ℝ) : ℝ :=
  4 / 3 * (deriv n r) ^ 2 * (n r) ^ (-7 / 3 : ℝ)
    - 2 * (n r) ^ (-4 / 3 : ℝ) * (deriv (deriv n) r + 2 * deriv n r / r)

/-- The exponential density `n(r) = A exp(-k r)`. -/
def expDensity (A k r : ℝ) : ℝ := A * Real.exp (-k * r)

/-- The derivative of a function that is `m + 1` times continuously differentiable at a point
is `m` times continuously differentiable there. -/
theorem contDiffAt_deriv {f : ℝ → ℝ} {x : ℝ} {m k : WithTop ℕ∞}
    (hf : ContDiffAt ℝ k f x) (hm : m + 1 ≤ k) : ContDiffAt ℝ m (deriv f) x :=
  (hf.fderiv_right hm).clm_apply contDiffAt_const

/-- Leibniz rule: an integral over `[a, b]` may be differentiated in a parameter under the
integral sign if the integrand is continuous in `r` and its parameter derivative is jointly
continuous. -/
theorem hasDerivAt_integral_param {a b δ : ℝ} {G G' : ℝ → ℝ → ℝ} (hab : a ≤ b) (hδ : 0 < δ)
    (hG : ∀ e ∈ Icc (-δ) δ, ContinuousOn (G e) (Icc a b))
    (hG' : ContinuousOn (fun x : ℝ × ℝ => G' x.1 x.2) (Icc (-δ) δ ×ˢ Icc a b))
    (hd : ∀ e ∈ Icc (-δ) δ, ∀ r ∈ Icc a b, HasDerivAt (fun t => G t r) (G' e r) e) :
    HasDerivAt (fun e => ∫ r in a..b, G e r) (∫ r in a..b, G' 0 r) 0 := by
  have h0 : (0 : ℝ) ∈ Icc (-δ) δ := ⟨by linarith, hδ.le⟩
  have hs : Icc (-δ) δ ∈ 𝓝 (0 : ℝ) := Icc_mem_nhds (by linarith) hδ
  -- the parameter derivative is bounded on the compact rectangle
  obtain ⟨C, hC⟩ := (isCompact_Icc.prod isCompact_Icc).exists_bound_of_continuousOn hG'
  have hG0 : ContinuousOn (fun r => G' 0 r) (Icc a b) :=
    hG'.comp (f := fun r : ℝ => ((0 : ℝ), r)) (by fun_prop) (fun r hr => ⟨h0, hr⟩)
  refine (intervalIntegral.hasDerivAt_integral_of_dominated_loc_of_deriv_le
    (F := G) (F' := G') (bound := fun _ => C) hs ?_ ?_ ?_ ?_ ?_ ?_).2
  · filter_upwards [hs] with e he
    rw [uIoc_of_le hab]
    exact ((hG e he).mono Ioc_subset_Icc_self).aestronglyMeasurable measurableSet_Ioc
  · exact (hG 0 h0).intervalIntegrable_of_Icc hab
  · rw [uIoc_of_le hab]
    exact (hG0.mono Ioc_subset_Icc_self).aestronglyMeasurable measurableSet_Ioc
  · refine Eventually.of_forall fun r hr e he => ?_
    rw [uIoc_of_le hab] at hr
    exact hC (e, r) ⟨he, Ioc_subset_Icc_self hr⟩
  · exact intervalIntegrable_const
  · refine Eventually.of_forall fun r hr e he => ?_
    rw [uIoc_of_le hab] at hr
    exact hd e he r (Ioc_subset_Icc_self hr)

/-- First variation before integration by parts, for a positive `C¹` density `n` and a `C¹`
variation `h` on `[a, b]`. -/
theorem hasDerivAt_gradientEnergy_raw {a b : ℝ} {n h : ℝ → ℝ} (hab : a ≤ b)
    (hn : ∀ r ∈ Icc a b, ContDiffAt ℝ 1 n r) (hpos : ∀ r ∈ Icc a b, 0 < n r)
    (hh : ∀ r ∈ Icc a b, ContDiffAt ℝ 1 h r) :
    HasDerivAt (fun e => gradientEnergy a b (fun r => n r + e * h r))
      (∫ r in a..b, r ^ 2 * (2 * deriv n r * deriv h r * (n r) ^ (-4 / 3 : ℝ)
        - 4 / 3 * (deriv n r) ^ 2 * (n r) ^ (-7 / 3 : ℝ) * h r)) 0 := by
  have cn : ContinuousOn n (Icc a b) := fun r hr => (hn r hr).continuousAt.continuousWithinAt
  have ch : ContinuousOn h (Icc a b) := fun r hr => (hh r hr).continuousAt.continuousWithinAt
  have cp : ContinuousOn (deriv n) (Icc a b) := fun r hr =>
    (contDiffAt_deriv (hn r hr) (zero_add 1).le).continuousAt.continuousWithinAt
  have cq : ContinuousOn (deriv h) (Icc a b) := fun r hr =>
    (contDiffAt_deriv (hh r hr) (zero_add 1).le).continuousAt.continuousWithinAt
  -- a bound on h/n keeps the varied density positive for small e
  obtain ⟨C, hC⟩ := isCompact_Icc.exists_bound_of_continuousOn
    (ch.div cn (fun r hr => (hpos r hr).ne'))
  obtain ⟨δ, hδ, hδ1⟩ : ∃ δ : ℝ, 0 < δ ∧ δ * (|C| + 1) = 1 :=
    ⟨(|C| + 1)⁻¹, by positivity, inv_mul_cancel₀ (by positivity)⟩
  have hp : ∀ e ∈ Icc (-δ) δ, ∀ r ∈ Icc a b, 0 < n r + e * h r := by
    intro e he r hr
    have h0 : |h r / n r| ≤ C := hC r hr
    rw [abs_div, abs_of_pos (hpos r hr), div_le_iff₀ (hpos r hr)] at h0
    have h1 : |e * h r| ≤ δ * (|C| * n r) := by
      rw [abs_mul]
      exact mul_le_mul (abs_le.2 he)
        (h0.trans (mul_le_mul_of_nonneg_right (le_abs_self C) (hpos r hr).le))
        (abs_nonneg _) hδ.le
    have h2 : δ * (|C| * n r) = n r - δ * n r := by linear_combination n r * hδ1
    linarith [neg_abs_le (e * h r), mul_pos hδ (hpos r hr)]
  have hE : (fun e => gradientEnergy a b (fun r => n r + e * h r)) = fun e =>
      ∫ r in a..b, r ^ 2 * (deriv n r + e * deriv h r) ^ 2 * (n r + e * h r) ^ (-4 / 3 : ℝ) := by
    funext e
    refine intervalIntegral.integral_congr fun r hr => ?_
    rw [uIcc_of_le hab] at hr
    have d := (((hn r hr).differentiableAt (by norm_num)).hasDerivAt.fun_add
      (((hh r hr).differentiableAt (by norm_num)).hasDerivAt.const_mul e)).deriv
    simp only [d]
  rw [hE]
  have key := hasDerivAt_integral_param (a := a) (b := b)
    (G := fun e r => r ^ 2 * (deriv n r + e * deriv h r) ^ 2 * (n r + e * h r) ^ (-4 / 3 : ℝ))
    (G' := fun e r => r ^ 2 * (2 * (deriv n r + e * deriv h r) * deriv h r
        * (n r + e * h r) ^ (-4 / 3 : ℝ)
      + (deriv n r + e * deriv h r) ^ 2 * (-4 / 3 * (n r + e * h r) ^ (-7 / 3 : ℝ) * h r)))
    hab hδ ?_ ?_ ?_
  · refine key.congr_deriv (intervalIntegral.integral_congr fun r _ => ?_)
    simp only [zero_mul, add_zero]
    ring
  · intro e he
    exact ((continuousOn_id.pow 2).mul ((cp.add (continuousOn_const.mul cq)).pow 2)).mul
      ((cn.add (continuousOn_const.mul ch)).rpow_const fun r hr => Or.inl (hp e he r hr).ne')
  · have lift : ∀ {f : ℝ → ℝ}, ContinuousOn f (Icc a b) →
        ContinuousOn (fun x : ℝ × ℝ => f x.2) (Icc (-δ) δ ×ˢ Icc a b) :=
      fun hf => hf.comp continuousOn_snd (fun x hx => hx.2)
    have cN := (lift cn).add (continuousOn_fst.mul (lift ch))
    have cP := (lift cp).add (continuousOn_fst.mul (lift cq))
    have c4 := cN.rpow_const (p := -4 / 3) fun x hx => Or.inl (hp x.1 hx.1 x.2 hx.2).ne'
    have c7 := cN.rpow_const (p := -7 / 3) fun x hx => Or.inl (hp x.1 hx.1 x.2 hx.2).ne'
    exact (continuousOn_snd.pow 2).mul ((((continuousOn_const.mul cP).mul (lift cq)).mul c4).add
      ((cP.pow 2).mul ((continuousOn_const.mul c7).mul (lift ch))))
  · intro e he r hr
    have h1 : HasDerivAt (fun t => deriv n r + t * deriv h r) (deriv h r) e := by
      simpa using ((hasDerivAt_id' e).mul_const (deriv h r)).const_add (deriv n r)
    have h2 : HasDerivAt (fun t => n r + t * h r) (h r) e := by
      simpa using ((hasDerivAt_id' e).mul_const (h r)).const_add (n r)
    refine (((h1.fun_pow 2).const_mul (r ^ 2)).fun_mul
      (h2.rpow_const (p := -4 / 3) (Or.inl (hp e he r hr).ne'))).congr_deriv ?_
    simp only [show (-4 / 3 : ℝ) - 1 = -7 / 3 by norm_num, Nat.cast_ofNat,
      show (2 : ℕ) - 1 = 1 from rfl, pow_one]
    ring

/-- For a positive `C²` density `n` and a `C¹` variation `h` on `[a, b]`, the first variation of
the gradient correction is `∫ r² v h` plus the boundary term of `2 r² n' n^(-4/3) h`. -/
theorem hasDerivAt_gradientEnergy {a b : ℝ} {n h : ℝ → ℝ} (hab : a ≤ b)
    (hn : ∀ r ∈ Icc a b, ContDiffAt ℝ 2 n r) (hpos : ∀ r ∈ Icc a b, 0 < n r)
    (hh : ∀ r ∈ Icc a b, ContDiffAt ℝ 1 h r) :
    HasDerivAt (fun e => gradientEnergy a b (fun r => n r + e * h r))
      ((∫ r in a..b, r ^ 2 * gradientPotential n r * h r)
        + (2 * b ^ 2 * deriv n b * (n b) ^ (-4 / 3 : ℝ) * h b
          - 2 * a ^ 2 * deriv n a * (n a) ^ (-4 / 3 : ℝ) * h a)) 0 := by
  have hn' : ∀ r ∈ Icc a b, ContDiffAt ℝ 1 (deriv n) r := fun r hr =>
    contDiffAt_deriv (hn r hr) one_add_one_eq_two.le
  have cn : ContinuousOn n (Icc a b) := fun r hr => (hn r hr).continuousAt.continuousWithinAt
  have ch : ContinuousOn h (Icc a b) := fun r hr => (hh r hr).continuousAt.continuousWithinAt
  have cp : ContinuousOn (deriv n) (Icc a b) := fun r hr =>
    (hn' r hr).continuousAt.continuousWithinAt
  have cs : ContinuousOn (deriv (deriv n)) (Icc a b) := fun r hr =>
    (contDiffAt_deriv (hn' r hr) (zero_add 1).le).continuousAt.continuousWithinAt
  have cq : ContinuousOn (deriv h) (Icc a b) := fun r hr =>
    (contDiffAt_deriv (hh r hr) (zero_add 1).le).continuousAt.continuousWithinAt
  have c4 := cn.rpow_const (p := -4 / 3) fun r hr => Or.inl (hpos r hr).ne'
  have c7 := cn.rpow_const (p := -7 / 3) fun r hr => Or.inl (hpos r hr).ne'
  refine (hasDerivAt_gradientEnergy_raw hab (fun r hr => (hn r hr).of_le (by norm_num))
    hpos hh).congr_deriv ?_
  have iR : IntervalIntegrable (fun r => r ^ 2 * (2 * deriv n r * deriv h r
      * (n r) ^ (-4 / 3 : ℝ) - 4 / 3 * (deriv n r) ^ 2 * (n r) ^ (-7 / 3 : ℝ) * h r))
      volume a b :=
    ContinuousOn.intervalIntegrable_of_Icc hab ((continuousOn_id.pow 2).mul
      ((((continuousOn_const.mul cp).mul cq).mul c4).sub
        (((continuousOn_const.mul (cp.pow 2)).mul c7).mul ch)))
  -- r² v h with the factor 1/r cancelled
  have iW : IntervalIntegrable (fun r => (r ^ 2 * (4 / 3 * (deriv n r) ^ 2 * (n r) ^ (-7 / 3 : ℝ)
      - 2 * (n r) ^ (-4 / 3 : ℝ) * deriv (deriv n) r)
      - 4 * r * (n r) ^ (-4 / 3 : ℝ) * deriv n r) * h r) volume a b :=
    ContinuousOn.intervalIntegrable_of_Icc hab ((((continuousOn_id.pow 2).mul
      (((continuousOn_const.mul (cp.pow 2)).mul c7).sub ((continuousOn_const.mul c4).mul cs))).sub
        (((continuousOn_const.mul continuousOn_id).mul c4).mul cp)).mul ch)
  have e1 : (∫ r in a..b, r ^ 2 * gradientPotential n r * h r) = ∫ r in a..b,
      (r ^ 2 * (4 / 3 * (deriv n r) ^ 2 * (n r) ^ (-7 / 3 : ℝ)
      - 2 * (n r) ^ (-4 / 3 : ℝ) * deriv (deriv n) r)
      - 4 * r * (n r) ^ (-4 / 3 : ℝ) * deriv n r) * h r := by
    refine intervalIntegral.integral_congr fun r _ => ?_
    have hr : r ^ 2 * (2 * deriv n r / r) = 2 * r * deriv n r := by
      rcases eq_or_ne r 0 with h0 | h0
      · simp [h0]
      · field_simp
    simp only [gradientPotential]
    linear_combination (-2 * (n r) ^ (-4 / 3 : ℝ) * h r) * hr
  -- the difference of the integrands is a total derivative
  have e2 := intervalIntegral.integral_eq_sub_of_hasDerivAt
    (f := fun r => 2 * r ^ 2 * deriv n r * (n r) ^ (-4 / 3 : ℝ) * h r) (fun r hr => by
      rw [uIcc_of_le hab] at hr
      have dn := ((hn r hr).differentiableAt (by norm_num)).hasDerivAt
      have dp := ((hn' r hr).differentiableAt (by norm_num)).hasDerivAt
      have dh := ((hh r hr).differentiableAt (by norm_num)).hasDerivAt
      refine (((((hasDerivAt_pow 2 r).const_mul 2).fun_mul dp).fun_mul
        (dn.rpow_const (p := -4 / 3) (Or.inl (hpos r hr).ne'))).fun_mul dh).congr_deriv ?_
      simp only [show (-4 / 3 : ℝ) - 1 = -7 / 3 by norm_num, Nat.cast_ofNat,
        show (2 : ℕ) - 1 = 1 from rfl, pow_one]
      ring) (iR.sub iW)
  have e3 := intervalIntegral.integral_sub iR iW
  rw [e1]
  exact sub_eq_iff_eq_add'.1 (e3.symm.trans e2)

/-- If the `C¹` variation `h` vanishes at both ends of `[a, b]`, the first variation at a positive
`C²` density is `∫ r² v h`. -/
theorem hasDerivAt_gradientEnergy_shell {a b : ℝ} {n h : ℝ → ℝ} (hab : a ≤ b)
    (hn : ∀ r ∈ Icc a b, ContDiffAt ℝ 2 n r) (hpos : ∀ r ∈ Icc a b, 0 < n r)
    (hh : ∀ r ∈ Icc a b, ContDiffAt ℝ 1 h r) (ha : h a = 0) (hb : h b = 0) :
    HasDerivAt (fun e => gradientEnergy a b (fun r => n r + e * h r))
      (∫ r in a..b, r ^ 2 * gradientPotential n r * h r) 0 :=
  (hasDerivAt_gradientEnergy hab hn hpos hh).congr_deriv (by rw [ha, hb]; ring)

/-- On a full ball of radius `b`, with `n` positive and `C²` and `h` of class `C¹` on `[0, b]`, the
first variation is `∫ r² v h` as soon as `h` vanishes at the surface. -/
theorem hasDerivAt_gradientEnergy_ball {b : ℝ} {n h : ℝ → ℝ} (hb0 : 0 ≤ b)
    (hn : ∀ r ∈ Icc 0 b, ContDiffAt ℝ 2 n r) (hpos : ∀ r ∈ Icc 0 b, 0 < n r)
    (hh : ∀ r ∈ Icc 0 b, ContDiffAt ℝ 1 h r) (hb : h b = 0) :
    HasDerivAt (fun e => gradientEnergy 0 b (fun r => n r + e * h r))
      (∫ r in (0 : ℝ)..b, r ^ 2 * gradientPotential n r * h r) 0 :=
  (hasDerivAt_gradientEnergy hb0 hn hpos hh).congr_deriv (by rw [hb]; ring)

/-- For `n = A exp(-k r)` with `A > 0` and `r ≠ 0`, the potential is
`v = n^(-1/3) · 2k(6 - k r)/(3r)`. -/
theorem gradientPotential_exp {A k r : ℝ} (hA : 0 < A) (hr : r ≠ 0) :
    gradientPotential (expDensity A k) r
      = (expDensity A k r) ^ (-1 / 3 : ℝ) * (2 * k * (6 - k * r) / (3 * r)) := by
  have d0 : ∀ x, HasDerivAt (expDensity A k) (-k * expDensity A k x) x := fun x => by
    have h1 : HasDerivAt (fun y : ℝ => -k * y) (-k) x := by
      simpa using (hasDerivAt_id' x).const_mul (-k)
    refine (h1.exp.const_mul A).congr_deriv ?_
    simp only [expDensity]
    ring
  have d1 : deriv (expDensity A k) = fun x => -k * expDensity A k x :=
    funext fun x => (d0 x).deriv
  have d2 : deriv (fun x => -k * expDensity A k x) r = -k * (-k * expDensity A k r) :=
    ((d0 r).const_mul (-k)).deriv
  have hN : 0 < expDensity A k r := mul_pos hA (Real.exp_pos _)
  simp only [gradientPotential, d1, d2]
  generalize expDensity A k r = N at hN ⊢
  have e1 : N ^ (-1 / 3 : ℝ) = N ^ 2 * N ^ (-7 / 3 : ℝ) := by
    rw [show (-1 / 3 : ℝ) = 2 + (-7 / 3) by norm_num, Real.rpow_add hN, Real.rpow_two]
  have e2 : N ^ (-1 / 3 : ℝ) = N * N ^ (-4 / 3 : ℝ) := by
    rw [show (-1 / 3 : ℝ) = 1 + (-4 / 3) by norm_num, Real.rpow_add hN, Real.rpow_one]
  linear_combination (-(4 / 3) * k ^ 2) * e1 + (2 * k ^ 2 - 4 * k * r⁻¹) * e2
    + N ^ (-1 / 3 : ℝ) * (2 * k ^ 2 / 3) * mul_inv_cancel₀ hr

/-- For `n = A exp(-k r)` with `A, k > 0`, the potential tends to minus infinity far from the
nucleus and to plus infinity at the nucleus. -/
theorem gradientPotential_exp_limits {A k : ℝ} (hA : 0 < A) (hk : 0 < k) :
    Tendsto (gradientPotential (expDensity A k)) atTop atBot ∧
      Tendsto (gradientPotential (expDensity A k)) (𝓝[>] 0) atTop := by
  have hA' : 0 < A ^ (-1 / 3 : ℝ) := Real.rpow_pos_of_pos hA _
  have form : ∀ r : ℝ, 0 < r → A ^ (-1 / 3 : ℝ) * Real.exp (k / 3 * r)
      * (4 * k * r⁻¹ + -(2 * k ^ 2 / 3)) = gradientPotential (expDensity A k) r := by
    intro r hr
    rw [gradientPotential_exp hA hr.ne', expDensity, Real.mul_rpow hA.le (Real.exp_pos _).le,
      ← Real.exp_mul, show -k * r * (-1 / 3) = k / 3 * r by ring]
    linear_combination (A ^ (-1 / 3 : ℝ) * Real.exp (k / 3 * r) * (2 * k ^ 2 / 3))
      * mul_inv_cancel₀ hr.ne'
  constructor
  · -- a growing exponential times a factor with a negative limit
    have h1 : Tendsto (fun r : ℝ => A ^ (-1 / 3 : ℝ) * Real.exp (k / 3 * r)) atTop atTop :=
      (Real.tendsto_exp_atTop.comp
        (tendsto_id.const_mul_atTop (by positivity : 0 < k / 3))).const_mul_atTop hA'
    have h2 : Tendsto (fun r : ℝ => 4 * k * r⁻¹ + -(2 * k ^ 2 / 3)) atTop
        (𝓝 (4 * k * 0 + -(2 * k ^ 2 / 3))) :=
      (tendsto_inv_atTop_zero.const_mul _).add_const _
    have hneg : 4 * k * 0 + -(2 * k ^ 2 / 3) < 0 := by
      have : 0 < 2 * k ^ 2 / 3 := by positivity
      linarith
    refine (h1.atTop_mul_neg hneg h2).congr' ?_
    filter_upwards [eventually_gt_atTop 0] with r hr using form r hr
  · -- a factor with a positive limit times the divergent 1/r
    have h1 : Tendsto (fun r : ℝ => A ^ (-1 / 3 : ℝ) * Real.exp (k / 3 * r)) (𝓝[>] 0)
        (𝓝 (A ^ (-1 / 3 : ℝ))) :=
      (Continuous.tendsto' (by fun_prop) _ _ (by simp)).mono_left nhdsWithin_le_nhds
    have h2 : Tendsto (fun r : ℝ => 4 * k * r⁻¹ + -(2 * k ^ 2 / 3)) (𝓝[>] 0) atTop :=
      tendsto_atTop_add_const_right _ _
        (tendsto_inv_nhdsGT_zero.const_mul_atTop (by positivity : 0 < 4 * k))
    refine (h1.pos_mul_atTop hA' h2).congr' ?_
    filter_upwards [self_mem_nhdsWithin] with r hr using form r hr

/-- For `n = A exp(-k r)` with `A, k > 0` and `r > 0`, the potential is negative exactly beyond
the radius `6/k`. -/
theorem gradientPotential_exp_neg_iff {A k r : ℝ} (hA : 0 < A) (hk : 0 < k) (hr : 0 < r) :
    gradientPotential (expDensity A k) r < 0 ↔ 6 / k < r := by
  have hN : 0 < expDensity A k r := mul_pos hA (Real.exp_pos _)
  have hc : 0 < (expDensity A k r) ^ (-1 / 3 : ℝ) * (2 * k / (3 * r)) :=
    mul_pos (Real.rpow_pos_of_pos hN _) (by positivity)
  have hv : gradientPotential (expDensity A k) r
      = (expDensity A k r) ^ (-1 / 3 : ℝ) * (2 * k / (3 * r)) * (6 - k * r) := by
    rw [gradientPotential_exp hA hr.ne']
    ring
  rw [hv, div_lt_iff₀ hk]
  constructor
  · intro h
    by_contra h'
    have h6 : 0 ≤ 6 - k * r := by linarith [not_lt.1 h', mul_comm r k]
    exact absurd h (not_lt_of_ge (mul_nonneg hc.le h6))
  · intro h
    exact mul_neg_of_pos_of_neg hc (by linarith [mul_comm r k])

end

end ExchangeGradientExpansion
```

```lean
#print axioms ExchangeGradientExpansion.hasDerivAt_gradientEnergy_shell
#print axioms ExchangeGradientExpansion.hasDerivAt_gradientEnergy_ball
#print axioms ExchangeGradientExpansion.gradientPotential_exp_limits
#print axioms ExchangeGradientExpansion.gradientPotential_exp_neg_iff
```

```
'ExchangeGradientExpansion.hasDerivAt_gradientEnergy_shell' depends on axioms: [propext, Classical.choice, Quot.sound]
'ExchangeGradientExpansion.hasDerivAt_gradientEnergy_ball' depends on axioms: [propext, Classical.choice, Quot.sound]
'ExchangeGradientExpansion.gradientPotential_exp_limits' depends on axioms: [propext, Classical.choice, Quot.sound]
'ExchangeGradientExpansion.gradientPotential_exp_neg_iff' depends on axioms: [propext, Classical.choice, Quot.sound]
```

## From the rectangle to the tail

`hasDerivAt_integral_param` justifies differentiation under the integral: the parameter derivative is continuous on a compact rectangle, so a constant dominates it. In `hasDerivAt_gradientEnergy_raw`, `hp` is the positivity of $n+eh$, and `key` applies the Leibniz rule.

In `hasDerivAt_gradientEnergy`, `e1` cancels $1/r$ against $r^2$, including at $r=0$. Then `e2` applies the fundamental theorem of calculus to $2r^2n'n^{-4/3}h$, whose derivative is the difference between the two integrands. The `_shell` and `_ball` versions insert the boundary values.

`gradientPotential_exp` reduces all powers of $n$ to $n^{-1/3}$. For the limits, `form` separates the exponential from the bracket $4k/r-2k^2/3$: in the tail the first diverges and the second has a negative limit, while at the nucleus the bracket diverges. `gradientPotential_exp_neg_iff` reads the sign from $6-kr$, since the other factors are positive.
